# The Thouless variational principle for the lowest RPA frequency

Let A and B be real n×n matrices, n ≥ 1, with A+B and A−B positive definite; for real vectors X, Y of length n put E(X,Y) = X·AX + Y·AY + 2X·BY and N(X,Y) = X·X − Y·Y, and call a frequency any positive eigenvalue of the RPA matrix M = [[A,B],[−B,−A]]. A pair of amplitudes is stacked into z = (X,Y), on which the stability matrix S = [[A,B],[B,A]] and the metric η = [[1,0],[0,−1]] act blockwise.

In Lean 4 with Mathlib:

```lean
import Mathlib

open Matrix

namespace ThoulessPrinciple

/-- The RPA metric `diag(1, -1)` on amplitudes `(X, Y)`. -/
def metric (n : Type*) [DecidableEq n] : Matrix (n ⊕ n) (n ⊕ n) ℝ := fromBlocks 1 0 0 (-1)

variable {m n : Type*} [Fintype m] [Fintype n] [DecidableEq n]

/-- The RPA (Casida) matrix `[[A, B], [-B, -A]]`. -/
def rpaMatrix (A B : Matrix n n ℝ) : Matrix (n ⊕ n) (n ⊕ n) ℝ := fromBlocks A B (-B) (-A)

/-- The stability matrix `[[A, B], [B, A]]`. -/
def stability (A B : Matrix n n ℝ) : Matrix (n ⊕ n) (n ⊕ n) ℝ := fromBlocks A B B A

/-- The energy form `⟨X,AX⟩ + ⟨Y,AY⟩ + 2⟨X,BY⟩`. -/
def energy (A B : Matrix n n ℝ) (X Y : n → ℝ) : ℝ :=
  X ⬝ᵥ A *ᵥ X + Y ⬝ᵥ A *ᵥ Y + 2 * (X ⬝ᵥ B *ᵥ Y)

/-- The indefinite RPA norm `⟨X,X⟩ - ⟨Y,Y⟩`. -/
def rpaNorm (X Y : n → ℝ) : ℝ := X ⬝ᵥ X - Y ⬝ᵥ Y

/-- The excitation frequencies: the positive eigenvalues of the RPA matrix. -/
def frequencies (A B : Matrix n n ℝ) : Set ℝ :=
  {w | 0 < w ∧ ∃ z, z ≠ 0 ∧ rpaMatrix A B *ᵥ z = w • z}

/-- The bilinear form of a real symmetric matrix is symmetric. -/
theorem form_swap {S : Matrix m m ℝ} (hS : Sᵀ = S) (x y : m → ℝ) :
    x ⬝ᵥ S *ᵥ y = y ⬝ᵥ S *ᵥ x := by
  rw [dotProduct_mulVec, ← mulVec_transpose, hS, dotProduct_comm]

/-- If `w ⟨x,Gx⟩ ≤ ⟨x,Hx⟩` for all `x` with `H`, `G` symmetric, a vector `z` that saturates
the bound solves the generalized eigenvalue equation `Hz = w Gz`. -/
theorem pencil_stationary {H G : Matrix m m ℝ} (hH : Hᵀ = H) (hG : Gᵀ = G) {w : ℝ}
    (hle : ∀ x, w * (x ⬝ᵥ G *ᵥ x) ≤ x ⬝ᵥ H *ᵥ x) {z : m → ℝ}
    (hz : w * (z ⬝ᵥ G *ᵥ z) = z ⬝ᵥ H *ᵥ z) : H *ᵥ z = w • G *ᵥ z := by
  obtain ⟨S, hS⟩ : ∃ S, S = H - w • G := ⟨_, rfl⟩
  have hST : Sᵀ = S := by rw [hS, transpose_sub, transpose_smul, hH, hG]
  have hSx : ∀ x, S *ᵥ x = H *ᵥ x - w • G *ᵥ x := by
    intro x
    ext i
    simp [hS, mulVec, dotProduct, sub_mul, Finset.sum_sub_distrib, Finset.mul_sum, mul_assoc]
  have hq : ∀ x, x ⬝ᵥ S *ᵥ x = x ⬝ᵥ H *ᵥ x - w * (x ⬝ᵥ G *ᵥ x) := fun x => by
    rw [hSx, dotProduct_sub, dotProduct_smul, smul_eq_mul]
  have hz0 : z ⬝ᵥ S *ᵥ z = 0 := by rw [hq, hz, sub_self]
  obtain ⟨r, hr⟩ : ∃ r, r = S *ᵥ z := ⟨_, rfl⟩
  have h1 : z ⬝ᵥ S *ᵥ r = r ⬝ᵥ r := by rw [form_swap hST z r, ← hr]
  have h2 : r ⬝ᵥ S *ᵥ z = r ⬝ᵥ r := by rw [← hr]
  -- the form along the line `z + t r` is a nonnegative parabola through the origin
  have hd : discrim (r ⬝ᵥ S *ᵥ r) (2 * (r ⬝ᵥ r)) 0 ≤ 0 := by
    apply discrim_le_zero
    intro t
    have h : 0 ≤ (z + t • r) ⬝ᵥ S *ᵥ (z + t • r) := by
      rw [hq]
      exact sub_nonneg.mpr (hle _)
    simp only [mulVec_add, mulVec_smul, add_dotProduct, dotProduct_add, smul_dotProduct,
      dotProduct_smul, smul_eq_mul] at h
    rw [hz0, h1, h2] at h
    nlinarith [h]
  rw [discrim] at hd
  have hsq : (r ⬝ᵥ r) ^ 2 ≤ 0 := by nlinarith [hd]
  have hrr : r ⬝ᵥ r = 0 := (pow_eq_zero_iff two_ne_zero).mp (le_antisymm hsq (sq_nonneg _))
  rw [← sub_eq_zero, ← hSx, ← hr]
  exact dotProduct_self_eq_zero.mp hrr

/-- If the form of `H` is positive and the form of `G` is positive somewhere, there is `w > 0`
with `w ⟨x,Gx⟩ ≤ ⟨x,Hx⟩` for all `x` and equality at some nonzero vector. -/
theorem pencil_extremum {H G : Matrix m m ℝ} (hH : ∀ x, x ≠ 0 → 0 < x ⬝ᵥ H *ᵥ x)
    {y : m → ℝ} (hy : 0 < y ⬝ᵥ G *ᵥ y) :
    ∃ w, 0 < w ∧ (∀ x, w * (x ⬝ᵥ G *ᵥ x) ≤ x ⬝ᵥ H *ᵥ x) ∧
      ∃ z, z ≠ 0 ∧ w * (z ⬝ᵥ G *ᵥ z) = z ⬝ᵥ H *ᵥ z := by
  have hc : ∀ K : Matrix m m ℝ, Continuous fun x : m → ℝ => x ⬝ᵥ K *ᵥ x := fun K => by
    fun_prop
  have hn : ∀ x : m → ℝ, x ≠ 0 → ‖x‖⁻¹ • x ∈ Metric.sphere (0 : m → ℝ) 1 := fun x hx => by
    rw [mem_sphere_zero_iff_norm, norm_smul, norm_inv, norm_norm,
      inv_mul_cancel₀ (norm_ne_zero_iff.mpr hx)]
  have hs : ∀ x ∈ Metric.sphere (0 : m → ℝ) 1, x ≠ 0 := fun x hx h => by simp [h] at hx
  have hy0 : y ≠ 0 := fun h => by simp [h] at hy
  -- maximize the quotient on the compact unit sphere
  obtain ⟨z, hz, hmax⟩ := (isCompact_sphere (0 : m → ℝ) 1).exists_isMaxOn ⟨_, hn y hy0⟩
    (f := fun x => (x ⬝ᵥ G *ᵥ x) / (x ⬝ᵥ H *ᵥ x))
    ((hc G).continuousOn.div (hc H).continuousOn fun x hx => (hH x (hs x hx)).ne')
  have hHz := hH z (hs z hz)
  -- the quotient is scale invariant
  have key : ∀ x, x ≠ 0 → (x ⬝ᵥ G *ᵥ x) * (z ⬝ᵥ H *ᵥ z) ≤ (z ⬝ᵥ G *ᵥ z) * (x ⬝ᵥ H *ᵥ x) := by
    intro x hx
    have hc0 : ‖x‖⁻¹ ≠ 0 := inv_ne_zero (norm_ne_zero_iff.mpr hx)
    have h := isMaxOn_iff.mp hmax _ (hn x hx)
    simp only [mulVec_smul, smul_dotProduct, dotProduct_smul, smul_eq_mul] at h
    rw [mul_div_mul_left _ _ hc0, mul_div_mul_left _ _ hc0] at h
    exact (div_le_div_iff₀ (hH x hx) hHz).mp h
  have hGz : 0 < z ⬝ᵥ G *ᵥ z :=
    (mul_pos_iff_of_pos_right (hH y hy0)).mp ((mul_pos hy hHz).trans_le (key y hy0))
  refine ⟨(z ⬝ᵥ H *ᵥ z) / (z ⬝ᵥ G *ᵥ z), div_pos hHz hGz, fun x => ?_, z, hs z hz,
    div_mul_cancel₀ _ hGz.ne'⟩
  by_cases hx : x = 0
  · simp [hx]
  · rw [div_mul_eq_mul_div, div_le_iff₀ hGz]
    nlinarith [key x hx]

variable {A B : Matrix n n ℝ}

omit [Fintype n] [DecidableEq n] in
/-- If `A + B` and `A - B` are positive definite, then `A`, `B` and the stability matrix are
symmetric. -/
theorem blocks_symm (hP : (A + B).PosDef) (hM : (A - B).PosDef) :
    Aᵀ = A ∧ Bᵀ = B ∧ (stability A B)ᵀ = stability A B := by
  have h : ∀ i j, A j i = A i j ∧ B j i = B i j := fun i j => by
    have h1 := hP.1.apply i j
    have h2 := hM.1.apply i j
    simp only [star_trivial, Matrix.add_apply, Matrix.sub_apply] at h1 h2
    constructor <;> linarith
  have hA : Aᵀ = A := by ext i j; exact (h i j).1
  have hB : Bᵀ = B := by ext i j; exact (h i j).2
  exact ⟨hA, hB, by rw [stability, fromBlocks_transpose, hA, hB]⟩

/-- On `(X, Y)`, for symmetric `B`, the form of the stability matrix is the energy form and
the form of the metric is the RPA norm. -/
theorem block_forms (A : Matrix n n ℝ) (hB : Bᵀ = B) (X Y : n → ℝ) :
    Sum.elim X Y ⬝ᵥ stability A B *ᵥ Sum.elim X Y = energy A B X Y ∧
      Sum.elim X Y ⬝ᵥ metric n *ᵥ Sum.elim X Y = rpaNorm X Y := by
  have hd : ∀ a b c d : n → ℝ, Sum.elim a b ⬝ᵥ Sum.elim c d = a ⬝ᵥ c + b ⬝ᵥ d := by
    intro a b c d
    simp [dotProduct, Fintype.sum_sum_type]
  constructor
  · rw [stability, fromBlocks_mulVec, hd]
    simp only [Sum.elim_comp_inl, Sum.elim_comp_inr, dotProduct_add, energy]
    rw [form_swap hB Y X]
    ring
  · rw [metric, fromBlocks_mulVec, hd]
    simp only [Sum.elim_comp_inl, Sum.elim_comp_inr, one_mulVec, zero_mulVec, neg_mulVec,
      add_zero, zero_add, dotProduct_neg, rpaNorm, sub_eq_add_neg]

/-- The RPA eigenvalue equation is equivalent to `S z = w η z` for the stability matrix `S`
and the metric `η`. -/
theorem rpa_iff (w : ℝ) (z : n ⊕ n → ℝ) :
    rpaMatrix A B *ᵥ z = w • z ↔ stability A B *ᵥ z = w • metric n *ᵥ z := by
  have h1 : metric n * rpaMatrix A B = stability A B := by
    simp [metric, rpaMatrix, stability, fromBlocks_multiply]
  have h2 : metric n * stability A B = rpaMatrix A B := by
    simp [metric, rpaMatrix, stability, fromBlocks_multiply]
  have h3 : metric n * metric n = 1 := by simp [metric, fromBlocks_multiply]
  constructor <;> intro h
  · rw [← h1, ← mulVec_mulVec, h, mulVec_smul]
  · rw [← h2, ← mulVec_mulVec, h, mulVec_smul, mulVec_mulVec, h3, one_mulVec]

/-- If `A + B` and `A - B` are positive definite, the form of the stability matrix is positive
on every nonzero vector. -/
theorem stability_pos (hP : (A + B).PosDef) (hM : (A - B).PosDef) (z : n ⊕ n → ℝ)
    (hz : z ≠ 0) : 0 < z ⬝ᵥ stability A B *ᵥ z := by
  obtain ⟨X, Y, rfl⟩ : ∃ X Y, z = Sum.elim X Y := ⟨_, _, (Sum.elim_comp_inl_inr z).symm⟩
  have hB := (blocks_symm hP hM).2.1
  have pos : ∀ K : Matrix n n ℝ, K.PosDef → ∀ x, x ≠ 0 → 0 < x ⬝ᵥ K *ᵥ x :=
    fun K hK x hx => by simpa using hK.dotProduct_mulVec_pos hx
  have nn : ∀ K : Matrix n n ℝ, K.PosDef → ∀ x, 0 ≤ x ⬝ᵥ K *ᵥ x := fun K hK x => by
    by_cases hx : x = 0
    · simp [hx]
    · exact (pos K hK x hx).le
  -- in the variables `X + Y` and `X - Y` the energy form decouples
  have hE : 2 * energy A B X Y =
      (X + Y) ⬝ᵥ (A + B) *ᵥ (X + Y) + (X - Y) ⬝ᵥ (A - B) *ᵥ (X - Y) := by
    simp only [energy, add_mulVec, sub_mulVec, mulVec_add, mulVec_sub, add_dotProduct,
      sub_dotProduct, dotProduct_add, dotProduct_sub]
    rw [form_swap hB Y X]
    ring
  rw [(block_forms A hB X Y).1]
  by_cases hu : X + Y = 0
  · have hv : X - Y ≠ 0 := fun hv => hz (by
      funext k
      rcases k with i | i <;>
      · have a := congrFun hu i
        have b := congrFun hv i
        simp only [Pi.add_apply, Pi.sub_apply, Pi.zero_apply, Sum.elim_inl,
          Sum.elim_inr] at a b ⊢
        linarith)
    linarith [nn _ hP (X + Y), pos _ hM _ hv]
  · linarith [pos _ hP _ hu, nn _ hM (X - Y)]

variable [Nonempty n]

/-- For positive definite `A + B` and `A - B` there is a smallest excitation frequency `w`, and
`w ⟨z,ηz⟩ ≤ ⟨z,Sz⟩` for every `z`. -/
theorem exists_lowest (hP : (A + B).PosDef) (hM : (A - B).PosDef) :
    ∃ w, IsLeast (frequencies A B) w ∧
      ∀ z, w * (z ⬝ᵥ metric n *ᵥ z) ≤ z ⬝ᵥ stability A B *ᵥ z := by
  obtain ⟨-, hB, hS⟩ := blocks_symm hP hM
  have hG : (metric n)ᵀ = metric n := by simp [metric, fromBlocks_transpose]
  have hy := (block_forms A hB (fun _ => 1) 0).2
  have hcard : rpaNorm (fun _ : n => (1 : ℝ)) 0 = Fintype.card n := by
    simp [rpaNorm, dotProduct]
  have hpos : (0 : ℝ) < Fintype.card n := by exact_mod_cast Fintype.card_pos
  obtain ⟨w, hw, hle, z, hz, heq⟩ :=
    pencil_extremum (stability_pos hP hM) (hpos.trans_eq (hy.trans hcard).symm)
  refine ⟨w, ⟨⟨hw, z, hz, (rpa_iff w z).mpr (pencil_stationary hS hG hle heq)⟩, ?_⟩, hle⟩
  rintro v ⟨hv, x, hx, hev⟩
  -- an eigenvector of positive frequency has positive RPA norm
  have h1 := stability_pos hP hM x hx
  have h2 := hle x
  rw [(rpa_iff v x).mp hev, dotProduct_smul, smul_eq_mul] at h1 h2
  exact le_of_mul_le_mul_right h2 ((mul_pos_iff_of_pos_left hv).mp h1)

/-- Thouless principle: for positive definite `A + B` and `A - B`, the smallest frequency `w₀` times the RPA norm is at most the energy
form for all `X`, `Y`, with equality exactly when `(X, Y)` solves the RPA equation at `w₀`. -/
theorem thouless_principle (hP : (A + B).PosDef) (hM : (A - B).PosDef) {w₀ : ℝ}
    (h₀ : IsLeast (frequencies A B) w₀) (X Y : n → ℝ) :
    w₀ * rpaNorm X Y ≤ energy A B X Y ∧ (w₀ * rpaNorm X Y = energy A B X Y ↔
      rpaMatrix A B *ᵥ Sum.elim X Y = w₀ • Sum.elim X Y) := by
  obtain ⟨w, hw, hle⟩ := exists_lowest hP hM
  rw [hw.unique h₀] at hle
  obtain ⟨-, hB, hS⟩ := blocks_symm hP hM
  have hG : (metric n)ᵀ = metric n := by simp [metric, fromBlocks_transpose]
  rw [← (block_forms A hB X Y).1, ← (block_forms A hB X Y).2, rpa_iff]
  refine ⟨hle _, pencil_stationary hS hG hle, fun h => ?_⟩
  rw [h, dotProduct_smul, smul_eq_mul]

/-- For positive definite `A + B` and `A - B`, the smallest frequency is the attained minimum of the energy form divided by the RPA norm
over all amplitudes of positive RPA norm. -/
theorem thouless_minimum (hP : (A + B).PosDef) (hM : (A - B).PosDef) {w₀ : ℝ}
    (h₀ : IsLeast (frequencies A B) w₀) :
    IsLeast {q | ∃ X Y, 0 < rpaNorm X Y ∧ q = energy A B X Y / rpaNorm X Y} w₀ := by
  constructor
  · obtain ⟨hw, z, hz, hev⟩ := h₀.1
    obtain ⟨X, Y, rfl⟩ : ∃ X Y, z = Sum.elim X Y := ⟨_, _, (Sum.elim_comp_inl_inr z).symm⟩
    have hE := (thouless_principle hP hM h₀ X Y).2.mpr hev
    have hp := stability_pos hP hM _ hz
    rw [(block_forms A (blocks_symm hP hM).2.1 X Y).1, ← hE] at hp
    have hN := (mul_pos_iff_of_pos_left hw).mp hp
    exact ⟨X, Y, hN, (eq_div_iff hN.ne').mpr hE⟩
  · rintro q ⟨X, Y, hN, rfl⟩
    exact (le_div_iff₀ hN).mpr (thouless_principle hP hM h₀ X Y).1

end ThoulessPrinciple
```

```lean
#print axioms ThoulessPrinciple.thouless_principle
#print axioms ThoulessPrinciple.thouless_minimum
```

```
'ThoulessPrinciple.thouless_principle' depends on axioms: [propext, Classical.choice, Quot.sound]
'ThoulessPrinciple.thouless_minimum' depends on axioms: [propext, Classical.choice, Quot.sound]
```

## What the theorems say

The index type `n` labels the components of X and Y, and `[Nonempty n]` is the condition n ≥ 1. The doubled space is indexed by `n ⊕ n`, and `Sum.elim X Y` is the stacked vector with X in the upper block. The definitions `rpaMatrix`, `stability`, `metric`, `energy` and `rpaNorm` are M, S, η, E and N. The set `frequencies A B` holds the real w > 0 for which Mz = wz has a real solution z ≠ 0. The hypotheses `hP` and `hM` state that A+B and A−B are positive definite. Mathlib's `PosDef` includes symmetry, so A and B need no symmetry hypothesis of their own.

`exists_lowest` states that the set of frequencies has a least element w, and that w z·ηz ≤ z·Sz for every z. `thouless_principle` takes the least frequency w₀ as given by `IsLeast (frequencies A B) w₀` and states for all X, Y

  w₀ N(X,Y) ≤ E(X,Y),

with equality if and only if M(X,Y) = w₀(X,Y). No sign of N is assumed. For N ≤ 0 the inequality only reflects E ≥ 0, and the equality case includes X = Y = 0. `thouless_minimum` states that w₀ is the least element of the set of quotients E/N over pairs with N > 0, which means that w₀ bounds every quotient from below and is itself one of them. The amplitudes are not normalised. Dividing a pair with N > 0 by √N gives the usual normalisation N = 1 and turns the quotient into E itself.

## The physics encoded

With real orbitals in a finite basis, both in linear-response TDDFT with a frequency-independent kernel and in time-dependent Hartree-Fock, the index runs over a finite set of particle-hole pairs, X and Y are the excitation and de-excitation amplitudes, and Mz = wz is the RPA or Casida equation. In the Hartree-Fock case A+B and A−B govern the second-order change of the energy under real and imaginary orbital rotations, so the two hypotheses express stability of the reference determinant. For such a finite, real and stable problem every trial pair with N > 0 gives an upper bound E/N on the lowest RPA frequency, which is a bound within the model and says nothing about the exact excitation energy.

The matrices A and B are arbitrary here. They are not built from orbitals and a kernel, and their stability is assumed, not derived. Complex matrices, the higher frequencies and the reality of the whole spectrum of M are not treated. The choice Y = 0 in `thouless_principle` reads w₀ X·X ≤ X·AX. Inserting an eigenvector of A for its lowest eigenvalue would place w₀ at or below the lowest Tamm-Dancoff energy, a consequence that the file does not state as a theorem.

## Why it is true

Symmetry comes first. Half the sum and half the difference of the symmetric matrices A+B and A−B are A and B, so both are symmetric, and so is S. `blocks_symm` does this entry by entry with `linarith`. For a symmetric matrix K one has x·Ky = y·Kx, which is `form_swap`.

Block multiplication gives z·Sz = X·AX + X·BY + Y·BX + Y·AY. The two cross terms are equal because B is symmetric, so

  z·Sz = E(X,Y),  z·ηz = N(X,Y).

This is `block_forms`. The products ηM = S, ηS = M and η² = 1 (`h1`, `h2`, `h3` in `rpa_iff`) show that multiplication by η carries Mz = wz into Sz = wηz and back. The non-symmetric eigenvalue problem has become a generalised one for two symmetric matrices.

The form of S is positive. With u = X+Y and v = X−Y, the mixed terms cancel in u·Au + v·Av = 2X·AX + 2Y·AY, while u·Bu − v·Bv = 4X·BY. Adding the two,

  2E = u·(A+B)u + v·(A−B)v.

Both terms are nonnegative. If z ≠ 0 then u and v do not both vanish, so one term is strictly positive. In `stability_pos` the identity is `hE`, and the case split on `X + Y = 0` selects the positive term.

The next two steps concern real square matrices H and G indexed by a finite type `m`, each under the hypotheses stated with it (the second assumes H and G symmetric), and are applied with H = S and G = η. Suppose x·Hx > 0 for x ≠ 0, and y·Gy > 0 for some y. The quotient

  f(x) = x·Gx / x·Hx

is continuous on the unit sphere, which is compact, so it attains a maximum at some z ≠ 0. The denominator is the form that does not vanish, which is the reason for maximising N/E and not minimising E/N directly. Since f is unchanged by scaling x, the maximum holds over all x ≠ 0, and clearing denominators gives

  (x·Gx)(z·Hz) ≤ (z·Gz)(x·Hx).

At x = y the left side is positive, so z·Gz > 0. Then w = z·Hz / z·Gz is positive, w x·Gx ≤ x·Hx for all x, trivially so at x = 0, and equality holds at z. In `pencil_extremum` the maximiser comes from `exists_isMaxOn`, the cleared inequality is `key` and the positivity is `hGz`. The norm on `m → ℝ` is the maximum norm, so the sphere used is the surface of a cube; scale invariance makes the shape irrelevant.

Now let H and G be symmetric, let w x·Gx ≤ x·Hx for all x, and let z saturate the bound. The symmetric matrix D = H − wG, named `S` inside `pencil_stationary`, has x·Dx ≥ 0 and z·Dz = 0. Put r = Dz. Then z·Dr = r·Dz = r·r, and for every real t

  0 ≤ (z + tr)·D(z + tr) = (r·Dr) t² + 2(r·r) t.

If r·r were positive, a small negative t would make the right side negative. Hence r = 0, that is Hz = wGz. The proof reaches the same point through `discrim_le_zero`: the discriminant 4(r·r)² of this polynomial is at most zero (`hd`), which forces `hrr`.

`exists_lowest` assembles these. The vector y with X = (1,…,1) and Y = 0 has N = n > 0, the place where n ≥ 1 enters. The maximisation yields w and z, the stationarity step gives Sz = wηz, and `rpa_iff` makes w a frequency. Let w′ be any frequency, called `v` in the code, with eigenvector x. Then x·Sx = w′ x·ηx, and since x·Sx > 0 and w′ > 0 the norm x·ηx is positive. The bound becomes w x·ηx ≤ w′ x·ηx, and division gives w ≤ w′.

In `thouless_principle` the uniqueness of a least element, `hw.unique h₀`, identifies w with w₀. After rewriting E, N and the RPA equation in terms of S and η, the inequality is the bound `hle`, equality implies the equation by `pencil_stationary`, and the equation implies equality by taking the dot product with z. In `thouless_minimum` an eigenvector at w₀ has w₀N = E > 0, so N > 0 and E/N = w₀; the lower bound is the inequality divided by N.

## A worked instance

Take n = 1, A = 5, B = 3, so that A+B = 8 and A−B = 2. The matrix M = [[5,3],[−3,−5]] has trace 0 and determinant −16, so its eigenvalues are ±4 and w₀ = 4. Here E = 5X² + 5Y² + 6XY and

  E − 4N = X² + 6XY + 9Y² = (X + 3Y)².

The inequality is visible, and equality requires X = −3Y, which is the equation 5X + 3Y = 4X. The eigenvector (3,−1) has N = 8 and E = 32; normalised to (3,−1)/√8 it has N = 1 and E = 4. The trial pair (1,0) gives E/N = 5, the Tamm-Dancoff value, and (2,−1) gives 13/3.

## Without positivity of A−B

Take n = 2 with A = diag(5,3) and B = diag(3,5). Then A+B = diag(8,8) is positive definite and A−B = diag(2,−2) is not. The first mode is the instance above. The second has the block [[3,5],[−5,−3]] with determinant 16 and eigenvalues ±4i. The only frequency is 4, so w₀ = 4 exists, yet X = (0,1), Y = 0 has N = 1 and E = 3 < 4. Along X = (0,1), Y = (0,−t) with 0 ≤ t < 1,

  E/N = (3 − 10t + 3t²)/(1 − t²),

which falls without bound as t approaches 1, so the quotient has no minimum. The second mode taken alone, n = 1 with A = 3 and B = 5, has no frequency at all, and the conclusion of `exists_lowest` fails. The replacement B → −B, Y → −Y exchanges A+B with A−B and leaves E, N and the frequencies unchanged, so the same example covers the loss of positivity of A+B.
